# Equal Pendry Y-functions imply proportional intensities for logarithmic slopes up to 1/V, but not in general

Suppose a measured diffraction intensity grows with electron energy $E$ as $e^{2E/V}$ and a calculated one as $e^{E/(2V)}$, where $V>0$ is the damping energy, the size of the imaginary part of the inner potential. Their logarithmic slopes $L=I'/I$ are $2/V$ and $1/(2V)$. The Pendry function $Y=L/(1+V^2L^2)$ gives

$$\frac{2/V}{1+4}=\frac{2}{5V},\qquad \frac{1/(2V)}{1+1/4}=\frac{2}{5V}.$$

The curves have different shapes, yet $Y$ can't tell them apart.

With $V=4$ eV the slopes are $0.5$ and $0.125$ eV$^{-1}$, and both $Y$ values are $0.1$ eV$^{-1}$. Over 8 eV one intensity grows by $e^4\approx 54.6$, the other by $e\approx 2.7$. The R-factor has numerator $0$ and denominator $8\,(0.01+0.01)=0.16$ eV$^{-1}$, so it is zero.

## What the slope bound adds to a structure search

A surface-structure fit compares measured and calculated intensities $I$ and $J$ through

$$R=\frac{\int_a^b (Y_I-Y_J)^2\,dE}{\int_a^b (Y_I^2+Y_J^2)\,dE}.$$

Reading $R=0$ as "equal up to a scale factor" is justified for positive $C^1$ curves if $V|L|\le 1$ holds for both. For multiple-scattering calculations of electron diffraction, this gives a sufficient condition for a perfect score to identify the curve up to scale, for a single beam known without noise at every energy in the range.

The bound says that the intensity changes no faster than by a factor $e$ per energy $V$. A Lorentzian peak of half-width $V$ at half maximum satisfies it, with equality at half maximum. Deep interference minima can violate it, so a code can check $V|L|$ on both curves.

## From equal Y to proportional curves

Let $L$ and $M$ be the slopes of $I$ and $J$ at one energy. Cross-multiplying $Y_I=Y_J$ gives

$$L(1+V^2M^2)-M(1+V^2L^2)=(L-M)(1-V^2LM)=0,$$

so $L=M$ or $V^2LM=1$.

In the second case put $x=VL$ and $y=VM$, with $xy=1$. If $|x|,|y|\le1$, then $(x-y)^2=x^2+y^2-2\le0$, so again $L=M$. The two branches meet where $V|L|=1$.

Equal slopes give

$$\left(\frac JI\right)'=\frac{J'I-JI'}{I^2}=\frac JI\,(M-L)=0,$$

so $J=cI$ with $c=J(a)/I(a)>0$.

If only the numerator of $R$ is known to vanish, continuity closes the gap: a nonzero $Y_I-Y_J$ at one energy would stay nonzero on a short interval and make the integral positive.

Conversely, $e^{kE}$ and $e^{mE}$ with $k\ne m$ and $V^2km=1$ have equal, nonzero $Y$, while their ratio $e^{(m-k)E}$ varies. More generally, if $L$ never vanishes,

$$J(E)=\exp\int_0^E\frac{dt}{V^2L(t)}$$

has slope $1/(V^2L)$ and therefore the same $Y$ as $I$. The two curves are proportional only if $V|L|=1$ throughout.

## The Lean file

```lean
import Mathlib

open Set

namespace PendryAmbiguity

noncomputable section

/-- The logarithmic slope `L = I'/I` of an intensity curve, for energies where `I` is nonzero. -/
def logSlope (I : ℝ → ℝ) (E : ℝ) : ℝ := deriv I E / I E

/-- The Pendry function `Y = L / (1 + V² L²)` of an intensity curve, where `I` is nonzero. -/
def pendryY (V : ℝ) (I : ℝ → ℝ) (E : ℝ) : ℝ :=
  logSlope I E / (1 + V ^ 2 * logSlope I E ^ 2)

/-- The squared difference of two Y-functions, integrated over the energy range. -/
def mismatch (V : ℝ) (I J : ℝ → ℝ) (a b : ℝ) : ℝ :=
  ∫ E in a..b, (pendryY V I E - pendryY V J E) ^ 2

/-- The normalisation of the R-factor: the integral of the sum of the squared Y-functions. -/
def pendryNorm (V : ℝ) (I J : ℝ → ℝ) (a b : ℝ) : ℝ :=
  ∫ E in a..b, (pendryY V I E ^ 2 + pendryY V J E ^ 2)

/-- The Pendry R-factor of two curves, for a nonzero normalisation. -/
def pendryR (V : ℝ) (I J : ℝ → ℝ) (a b : ℝ) : ℝ :=
  mismatch V I J a b / pendryNorm V I J a b

/-- A positive, continuously differentiable intensity curve on the energy range `[a, b]`. -/
structure IsIntensity (I : ℝ → ℝ) (a b : ℝ) : Prop where
  pos : ∀ E ∈ Icc a b, 0 < I E
  diff : ∀ E ∈ Icc a b, DifferentiableAt ℝ I E
  cont : ContinuousOn (deriv I) (Icc a b)

/-- Two slopes `l` and `m` give the same Y value exactly when they are equal or
`V² l m = 1`. -/
theorem y_eq_iff (V l m : ℝ) :
    l / (1 + V ^ 2 * l ^ 2) = m / (1 + V ^ 2 * m ^ 2) ↔ l = m ∨ V ^ 2 * l * m = 1 := by
  have hl : 1 + V ^ 2 * l ^ 2 ≠ 0 := by positivity
  have hm : 1 + V ^ 2 * m ^ 2 ≠ 0 := by positivity
  rw [div_eq_div_iff hl hm]
  constructor
  · intro h
    have h0 : (l - m) * (1 - V ^ 2 * l * m) = 0 := by linear_combination h
    rcases mul_eq_zero.mp h0 with h1 | h1
    · left; linarith
    · right; linarith
  · rintro (rfl | h)
    · rfl
    · linear_combination (-(l - m)) * h

/-- For `V > 0`, the Y value determines the slope among slopes of size at most `1/V`. -/
theorem slope_eq_of_y_eq {V l m : ℝ} (hV : 0 < V) (hl : V * |l| ≤ 1) (hm : V * |m| ≤ 1)
    (h : l / (1 + V ^ 2 * l ^ 2) = m / (1 + V ^ 2 * m ^ 2)) : l = m := by
  rcases (y_eq_iff V l m).mp h with h1 | h1
  · exact h1
  · have hx : (V * l) ^ 2 ≤ 1 :=
      (sq_le_one_iff_abs_le_one _).mpr (by rwa [abs_mul, abs_of_pos hV])
    have hy : (V * m) ^ 2 ≤ 1 :=
      (sq_le_one_iff_abs_le_one _).mpr (by rwa [abs_mul, abs_of_pos hV])
    -- two numbers in [-1, 1] with product 1 coincide
    have h2 : (V * l - V * m) ^ 2 = 0 := le_antisymm (by nlinarith) (sq_nonneg _)
    have h3 : V * l - V * m = 0 := (pow_eq_zero_iff two_ne_zero).mp h2
    exact mul_left_cancel₀ hV.ne' (by linarith)

/-- Two positive C¹ intensities with equal Y-functions on `[a, b]` are proportional there,
if `V > 0` and both logarithmic slopes satisfy `V |L| ≤ 1`. -/
theorem proportional_of_pendryY_eq {V a b : ℝ} {I J : ℝ → ℝ} (hV : 0 < V) (hab : a < b)
    (hI : IsIntensity I a b) (hJ : IsIntensity J a b)
    (bI : ∀ E ∈ Icc a b, V * |logSlope I E| ≤ 1)
    (bJ : ∀ E ∈ Icc a b, V * |logSlope J E| ≤ 1)
    (hY : ∀ E ∈ Icc a b, pendryY V I E = pendryY V J E) :
    ∃ c > 0, ∀ E ∈ Icc a b, J E = c * I E := by
  -- the ratio J / I has zero derivative
  have hd : ∀ x ∈ Icc a b, HasDerivAt (fun E => J E / I E) 0 x := by
    intro x hx
    have e : deriv I x / I x = deriv J x / J x :=
      slope_eq_of_y_eq hV (bI x hx) (bJ x hx) (hY x hx)
    rw [div_eq_div_iff (hI.pos x hx).ne' (hJ.pos x hx).ne'] at e
    have h0 : deriv J x * I x - J x * deriv I x = 0 := by linear_combination -e
    refine ((hJ.diff x hx).hasDerivAt.fun_div (hI.diff x hx).hasDerivAt
      (hI.pos x hx).ne').congr_deriv ?_
    rw [h0, zero_div]
  have key := constant_of_has_deriv_right_zero (f := fun E => J E / I E) (a := a) (b := b)
    (fun x hx => (hd x hx).continuousAt.continuousWithinAt)
    (fun x hx => (hd x (Ico_subset_Icc_self hx)).hasDerivWithinAt)
  have ha : a ∈ Icc a b := left_mem_Icc.mpr hab.le
  exact ⟨J a / I a, div_pos (hJ.pos a ha) (hI.pos a ha),
    fun x hx => (div_eq_iff (hI.pos x hx).ne').mp (key x hx)⟩

/-- The Y-function of a positive C¹ intensity is continuous on the energy range. -/
theorem continuousOn_pendryY (V : ℝ) {a b : ℝ} {I : ℝ → ℝ} (hI : IsIntensity I a b) :
    ContinuousOn (pendryY V I) (Icc a b) := by
  have hc : ContinuousOn I (Icc a b) :=
    fun x hx => (hI.diff x hx).continuousAt.continuousWithinAt
  have hL : ContinuousOn (logSlope I) (Icc a b) :=
    hI.cont.div hc (fun x hx => (hI.pos x hx).ne')
  have hD : ContinuousOn (fun x => 1 + V ^ 2 * logSlope I x ^ 2) (Icc a b) :=
    continuousOn_const.add (continuousOn_const.mul (hL.pow 2))
  have hne : ∀ x ∈ Icc a b, 1 + V ^ 2 * logSlope I x ^ 2 ≠ 0 := fun x _ => by positivity
  exact hL.div hD hne

/-- If the integrated squared Y-difference of two positive C¹ intensities vanishes, `V > 0`,
and both slopes satisfy `V |L| ≤ 1`, then the intensities are proportional on `[a, b]`. -/
theorem proportional_of_mismatch_zero {V a b : ℝ} {I J : ℝ → ℝ} (hV : 0 < V) (hab : a < b)
    (hI : IsIntensity I a b) (hJ : IsIntensity J a b)
    (bI : ∀ E ∈ Icc a b, V * |logSlope I E| ≤ 1)
    (bJ : ∀ E ∈ Icc a b, V * |logSlope J E| ≤ 1)
    (h : mismatch V I J a b = 0) :
    ∃ c > 0, ∀ E ∈ Icc a b, J E = c * I E := by
  refine proportional_of_pendryY_eq hV hab hI hJ bI bJ fun x hx => ?_
  by_contra hne
  -- a difference at one energy would make the integral positive
  have hpos : 0 < mismatch V I J a b :=
    intervalIntegral.integral_pos hab
      (((continuousOn_pendryY V hI).sub (continuousOn_pendryY V hJ)).pow 2)
      (fun y _ => sq_nonneg _) ⟨x, hx, pow_pos_of_ne (sub_ne_zero.mpr hne)⟩
  exact hpos.ne' h
where
  pow_pos_of_ne {t : ℝ} (ht : t ≠ 0) : 0 < t ^ 2 := by positivity

/-- The exponential curve `exp (k E)` has constant logarithmic slope `k`. -/
theorem logSlope_exp (k E : ℝ) : logSlope (fun x => Real.exp (k * x)) E = k := by
  have h : HasDerivAt (fun x => Real.exp (k * x)) (Real.exp (k * E) * k) E :=
    ((hasDerivAt_id' E).const_mul k).exp.congr_deriv (by ring)
  change deriv (fun x => Real.exp (k * x)) E / Real.exp (k * E) = k
  rw [h.deriv]
  exact mul_div_cancel_left₀ k (Real.exp_ne_zero _)

/-- Exponential curves with different rates `k`, `m` and `V² k m = 1` have a vanishing R-factor with
positive normalisation on `[a, b]`, yet are not proportional there, if `a < b`. -/
theorem pendryR_exp_pair {V k m a b : ℝ} (hab : a < b) (h : V ^ 2 * k * m = 1)
    (hkm : k ≠ m) :
    0 < pendryNorm V (fun E => Real.exp (k * E)) (fun E => Real.exp (m * E)) a b ∧
    pendryR V (fun E => Real.exp (k * E)) (fun E => Real.exp (m * E)) a b = 0 ∧
    ¬ ∃ c, ∀ E ∈ Icc a b, Real.exp (m * E) = c * Real.exp (k * E) := by
  have hk : k ≠ 0 := by
    rintro rfl
    simp at h
  refine ⟨?_, ?_, ?_⟩
  · simp only [pendryNorm, pendryY, logSlope_exp, intervalIntegral.integral_const, smul_eq_mul]
    exact mul_pos (sub_pos.mpr hab) (by positivity)
  · have hy := (y_eq_iff V k m).mpr (Or.inr h)
    simp only [pendryR, mismatch, pendryY, logSlope_exp]
    rw [hy]
    simp
  · rintro ⟨c, hc⟩
    -- compare the two ends of the energy range
    have h1 := hc a (left_mem_Icc.mpr hab.le)
    have h2 := hc b (right_mem_Icc.mpr hab.le)
    have h3 : Real.exp (m * a) * Real.exp (k * b) = Real.exp (m * b) * Real.exp (k * a) := by
      rw [h1, h2]; ring
    rw [← Real.exp_add, ← Real.exp_add] at h3
    have h4 := Real.exp_injective h3
    have h5 : (k - m) * (b - a) = 0 := by linear_combination h4
    exact mul_ne_zero (sub_ne_zero.mpr hkm) (sub_pos.mpr hab).ne' h5

/-- For `V > 0` and `a < b` the curves `exp (2E/V)` and `exp (E/(2V))` have zero R-factor with
positive normalisation on `[a, b]` and are not proportional there, although the second satisfies
`V |L| ≤ 1`. -/
theorem zero_pendryR_misleads {V a b : ℝ} (hV : 0 < V) (hab : a < b) :
    (∀ E, V * |logSlope (fun x => Real.exp (1 / (2 * V) * x)) E| ≤ 1) ∧
    0 < pendryNorm V (fun E => Real.exp (2 / V * E))
      (fun E => Real.exp (1 / (2 * V) * E)) a b ∧
    pendryR V (fun E => Real.exp (2 / V * E)) (fun E => Real.exp (1 / (2 * V) * E)) a b = 0 ∧
    ¬ ∃ c, ∀ E ∈ Icc a b, Real.exp (1 / (2 * V) * E) = c * Real.exp (2 / V * E) := by
  have hV' : V ≠ 0 := hV.ne'
  have hlt : 1 / (2 * V) < 2 / V := by
    rw [div_lt_div_iff₀ (by positivity) hV]
    linarith
  refine ⟨fun E => ?_, pendryR_exp_pair hab (by field_simp) hlt.ne'⟩
  have h2 : V * (1 / (2 * V)) = 1 / 2 := by field_simp
  rw [logSlope_exp, abs_of_pos (by positivity), h2]
  norm_num

/-- The partner curve, with logarithm the integral of `1/(V² L)` from zero energy, for
`V` nonzero and `L` nowhere zero. -/
def partner (V : ℝ) (I : ℝ → ℝ) (E : ℝ) : ℝ :=
  Real.exp (∫ t in (0 : ℝ)..E, 1 / (V ^ 2 * logSlope I t))

/-- For `V > 0` and a positive C¹ intensity with nowhere vanishing derivative, the partner
curve has logarithmic slope `1/(V² L)` and the same Y-function. -/
theorem partner_same_pendryY {V : ℝ} {I : ℝ → ℝ} (hV : 0 < V) (hpos : ∀ E, 0 < I E)
    (hd : Differentiable ℝ I) (hc : Continuous (deriv I)) (hne : ∀ E, deriv I E ≠ 0) (E : ℝ) :
    logSlope (partner V I) E = 1 / (V ^ 2 * logSlope I E) ∧
    pendryY V (partner V I) E = pendryY V I E := by
  have hV' : V ≠ 0 := hV.ne'
  have hL : Continuous (logSlope I) := hc.div hd.continuous (fun x => (hpos x).ne')
  have hL0 : ∀ x, logSlope I x ≠ 0 := fun x => div_ne_zero (hne x) (hpos x).ne'
  have hg : Continuous (fun t => 1 / (V ^ 2 * logSlope I t)) :=
    continuous_const.div (continuous_const.mul hL)
      (fun t => mul_ne_zero (pow_ne_zero 2 hV') (hL0 t))
  -- fundamental theorem of calculus for the exponent
  have hder : deriv (partner V I) E = partner V I E * (1 / (V ^ 2 * logSlope I E)) :=
    (hg.integral_hasStrictDerivAt 0 E).hasDerivAt.exp.deriv
  have hp : partner V I E ≠ 0 := Real.exp_ne_zero _
  have h1 : logSlope (partner V I) E = 1 / (V ^ 2 * logSlope I E) := by
    change deriv (partner V I) E / partner V I E = _
    rw [hder]
    exact mul_div_cancel_left₀ _ hp
  refine ⟨h1, ?_⟩
  unfold pendryY
  rw [h1]
  have h0 := hL0 E
  exact (y_eq_iff _ _ _).mpr (Or.inr (by field_simp))

end

end PendryAmbiguity
```

```lean
#print axioms PendryAmbiguity.proportional_of_pendryY_eq
-- 'PendryAmbiguity.proportional_of_pendryY_eq' depends on axioms: [propext, Classical.choice, Quot.sound]
#print axioms PendryAmbiguity.proportional_of_mismatch_zero
-- 'PendryAmbiguity.proportional_of_mismatch_zero' depends on axioms: [propext, Classical.choice, Quot.sound]
#print axioms PendryAmbiguity.zero_pendryR_misleads
-- 'PendryAmbiguity.zero_pendryR_misleads' depends on axioms: [propext, Classical.choice, Quot.sound]
#print axioms PendryAmbiguity.partner_same_pendryY
-- 'PendryAmbiguity.partner_same_pendryY' depends on axioms: [propext, Classical.choice, Quot.sound]
```

## What a vanishing mismatch establishes

`IsIntensity` requires a curve to be positive and differentiable on $[a,b]$, with continuous derivative there. `logSlope` is $L$, `mismatch` is the numerator of $R$ and `pendryNorm` its denominator. Energies and $V$ are real numbers in one common unit.

`proportional_of_pendryY_eq` assumes equal $Y$ throughout $[a,b]$, with $a<b$, and the slope bound for both curves; it gives $J=cI$ with $c>0$. It takes the branches from `y_eq_iff`, removes the second with `slope_eq_of_y_eq`, and applies the zero-derivative theorem to $J/I$. `proportional_of_mismatch_zero` keeps the other hypotheses but replaces equal $Y$ by a zero numerator, using `continuousOn_pendryY` and positivity of the integral. It therefore also applies to two flat curves, where $R$ would be $0/0$.

`zero_pendryR_misleads` treats the opening pair as a case of `pendryR_exp_pair`, which compares the curves at the two ends of the range to exclude proportionality. The second curve obeys the bound, so bounding one curve is not enough.

`partner_same_pendryY` differentiates the integral in the exponent. It assumes a positive $C^1$ curve on the whole energy axis with nowhere vanishing derivative, which excludes curves with peaks.

The step left to the user is from an exact zero to a small $R$ computed from sampled, noisy data: the theorems give no estimate of how far from proportional such curves may be.
